# For U > 0, a normalized restricted pair on M isolated Hubbard sites has energy at least U/M

## Two electrons as one amplitude

The two electrons have opposite spin, so spin can label them. A state is then a complex amplitude Ψ(i,j), with the spin-up electron on site i and the spin-down electron on site j. This describes the whole sector with one electron of each spin, and no antisymmetry condition on Ψ is needed.

The sites are isolated: there is no hopping, and the Hamiltonian H multiplies Ψ(i,j) by the on-site repulsion U if i = j and by zero otherwise. A restricted pair puts both electrons in one orbital c, so Ψ(i,j) = c(i)c(j).

## The energy of a restricted pair

Only the diagonal terms of the expectation value survive:

⟨Ψ|H|Ψ⟩ = U Σᵢ |Ψ(i,i)|²

For the restricted pair this gives E = U Σᵢ |c(i)|⁴. Write pᵢ = |c(i)|² for the site populations, with Σᵢ pᵢ = 1. Then

Σᵢ (pᵢ − 1/M)² = Σᵢ pᵢ² − (2/M) Σᵢ pᵢ + M·(1/M²) = Σᵢ pᵢ² − 1/M

and therefore

E − U/M = U Σᵢ (pᵢ − 1/M)².

For U > 0 the right side is non-negative, and it vanishes exactly when every pᵢ = 1/M. The orbital c(i) = 1/√M attains the bound.

If M ≥ 2, put one electron on site a and the other on b ≠ a. This product state is normalized and has no doubly occupied site, so its energy is zero. For U > 0, every normalized restricted pair lies at least U/M above it. On two sites the smallest gap, U/2, is the error restricted Hartree–Fock makes for a dissociated bond in this hopping-free model.

## Repair by a pair excitation

Let g be a normalized orbital and u an orbital orthogonal to it. Write gg and uu for their restricted pairs, and define TΨ = t⟨gg|Ψ⟩uu with a complex amplitude t. Then

T gg = t⟨g|g⟩² uu = t uu,  T uu = t⟨g|u⟩² uu = 0.

Since T maps every state to a multiple of uu, T² = 0. Hence exp(T) = 1 + T, and exp(T) gg = gg + t uu.

On two sites take g = (1,1)/√2, u = (1,−1)/√2 and t = −1. All entries of gg are 1/2; those of uu are 1/2 on the diagonal and −1/2 off it. The difference gg − uu is 0 on the diagonal and 1 off it. Its squared norm is 2, so the normalized state has amplitude 1/√2 on each of the two separated configurations. Its energy is zero.

## The statement in Lean

The finite type `ι` is the set of sites, and `Fintype.card ι` is M. In the energy bounds the hypothesis `hc` normalizes the orbital, which already forces M ≥ 1; in `uniform_orbital_energy` it instead specifies the orbital, and normalization is proved. `expectation` does not divide by the norm; this is harmless for the unnormalized dimer state, whose expectation is zero.

`restricted_energy_bound` contains the bound and its equality condition, and `restricted_misses_separated` the comparison with separated electrons. The exponential is computed for a general orthogonal pair g, u, but the zero energy is proved only for the dimer. Hopping and other electron numbers are not treated.

```lean
import Mathlib

open Finset
open scoped ComplexConjugate

namespace HubbardRestrictedPair

noncomputable section

variable {ι : Type*} [Fintype ι]

/-- The Hamiltonian of isolated Hubbard sites acting on the amplitude `Ψ i j` for the spin-up
electron on site `i` and the spin-down electron on site `j`: repulsion `U` on a shared site. -/
def hubbard [DecidableEq ι] (U : ℝ) (Ψ : ι → ι → ℂ) : ι → ι → ℂ :=
  fun i j => if i = j then (U : ℂ) * Ψ i j else 0

/-- The expectation `⟨Ψ|H|Ψ⟩` of the Hubbard Hamiltonian, without division by the norm. -/
def expectation [DecidableEq ι] (U : ℝ) (Ψ : ι → ι → ℂ) : ℝ :=
  (∑ i, ∑ j, conj (Ψ i j) * hubbard U Ψ i j).re

/-- The product state with the spin-up electron in orbital `c` and the spin-down one in `d`. -/
def pair (c d : ι → ℂ) : ι → ι → ℂ := fun i j => c i * d j

/-- The product of two normalized orbitals is a normalized two-electron state. -/
theorem pair_normalized (c d : ι → ℂ) (hc : ∑ i, ‖c i‖ ^ 2 = 1) (hd : ∑ i, ‖d i‖ ^ 2 = 1) :
    ∑ i, ∑ j, ‖pair c d i j‖ ^ 2 = 1 := by
  simp only [pair, norm_mul, mul_pow]
  rw [← Finset.sum_mul_sum, hc, hd, one_mul]

/-- The energy expectation is `U` times the total weight of doubly occupied sites. -/
theorem expectation_eq [DecidableEq ι] (U : ℝ) (Ψ : ι → ι → ℂ) :
    expectation U Ψ = U * ∑ i, ‖Ψ i i‖ ^ 2 := by
  simp only [expectation, hubbard, mul_ite, mul_zero, Finset.sum_ite_eq, Finset.mem_univ,
    if_true, Complex.re_sum, Finset.mul_sum]
  refine Finset.sum_congr rfl fun i _ => ?_
  rw [Complex.sq_norm, Complex.normSq_apply]
  simp only [Complex.mul_re, Complex.mul_im, Complex.conj_re, Complex.conj_im,
    Complex.ofReal_re, Complex.ofReal_im]
  ring

/-- For two opposite-spin electrons in the same orbital `c`, the expectation without division by the
norm is `U ∑ |c i|⁴`. -/
theorem restricted_energy [DecidableEq ι] (U : ℝ) (c : ι → ℂ) :
    expectation U (pair c c) = U * ∑ i, ‖c i‖ ^ 4 := by
  rw [expectation_eq]
  congr 1
  refine Finset.sum_congr rfl fun i _ => ?_
  simp only [pair, norm_mul]
  ring

/-- The energy of a normalized restricted pair in excess of `U / M` is `U` times the summed squared
deviation of the site populations from `1 / M`. -/
theorem restricted_excess [DecidableEq ι] (U : ℝ) (c : ι → ℂ) (hc : ∑ i, ‖c i‖ ^ 2 = 1) :
    expectation U (pair c c) - U / Fintype.card ι
      = U * ∑ i, (‖c i‖ ^ 2 - 1 / (Fintype.card ι : ℝ)) ^ 2 := by
  -- a normalized orbital needs at least one site
  have hM : (Fintype.card ι : ℝ) ≠ 0 := by
    intro h
    have h0 : Fintype.card ι = 0 := by exact_mod_cast h
    have : IsEmpty ι := Fintype.card_eq_zero_iff.mp h0
    simp at hc
  have hinv : (Fintype.card ι : ℝ) * (1 / (Fintype.card ι : ℝ)) ^ 2
      = 1 / (Fintype.card ι : ℝ) := by
    field_simp
  -- expand the square and use normalization in the cross term
  have hsum : ∑ i, (‖c i‖ ^ 2 - 1 / (Fintype.card ι : ℝ)) ^ 2
      = ∑ i, ‖c i‖ ^ 4 - 2 / (Fintype.card ι : ℝ) * ∑ i, ‖c i‖ ^ 2
        + (Fintype.card ι : ℝ) * (1 / (Fintype.card ι : ℝ)) ^ 2 := by
    rw [Finset.mul_sum, ← Finset.sum_sub_distrib, ← nsmul_eq_mul, ← Finset.card_univ,
      ← Finset.sum_const, ← Finset.sum_add_distrib]
    refine Finset.sum_congr rfl fun i _ => ?_
    ring
  rw [restricted_energy, hsum, hc, hinv]
  ring

/-- For repulsive `U`, a normalized restricted pair on `M` isolated sites has energy at least
`U / M`, with equality exactly when every site population `|c i|²` is `1 / M`. -/
theorem restricted_energy_bound [DecidableEq ι] (U : ℝ) (hU : 0 < U) (c : ι → ℂ)
    (hc : ∑ i, ‖c i‖ ^ 2 = 1) :
    U / Fintype.card ι ≤ expectation U (pair c c) ∧
      (expectation U (pair c c) = U / Fintype.card ι ↔
        ∀ i, ‖c i‖ ^ 2 = 1 / (Fintype.card ι : ℝ)) := by
  have h := restricted_excess U c hc
  constructor
  · have h0 : 0 ≤ U * ∑ i, (‖c i‖ ^ 2 - 1 / (Fintype.card ι : ℝ)) ^ 2 :=
      mul_nonneg hU.le (Finset.sum_nonneg fun i _ => sq_nonneg _)
    linarith
  · rw [← sub_eq_zero (a := expectation U (pair c c)), h, mul_eq_zero, or_iff_right hU.ne',
      Finset.sum_eq_zero_iff_of_nonneg (fun i _ => sq_nonneg _)]
    simp [sub_eq_zero]

/-- The orbital with equal amplitude `1 / √M` on every site is normalized, and its restricted
pair has energy `U / M`. -/
theorem uniform_orbital_energy [DecidableEq ι] [Nonempty ι] (U : ℝ) (c : ι → ℂ)
    (hc : c = fun _ => (((√(Fintype.card ι : ℝ))⁻¹ : ℝ) : ℂ)) :
    ∑ i, ‖c i‖ ^ 2 = 1 ∧ expectation U (pair c c) = U / Fintype.card ι := by
  have hM : (Fintype.card ι : ℝ) ≠ 0 := by exact_mod_cast Fintype.card_ne_zero
  have hp : ∀ i, ‖c i‖ ^ 2 = 1 / (Fintype.card ι : ℝ) := by
    intro i
    rw [hc, Complex.norm_real, Real.norm_eq_abs, sq_abs, inv_pow,
      Real.sq_sqrt (Nat.cast_nonneg _), one_div]
  have hn : ∑ i, ‖c i‖ ^ 2 = 1 := by
    simp only [hp, Finset.sum_const, Finset.card_univ, nsmul_eq_mul]
    exact mul_one_div_cancel hM
  refine ⟨hn, ?_⟩
  have h := restricted_excess U c hn
  simp only [hp, sub_self, ne_eq, OfNat.ofNat_ne_zero, not_false_eq_true, zero_pow,
    Finset.sum_const_zero, mul_zero] at h
  linarith

/-- For repulsive `U`, electrons placed on two distinct sites form a normalized state of energy
zero, while every normalized restricted pair has energy at least `U / M > 0`. -/
theorem restricted_misses_separated [DecidableEq ι] (U : ℝ) (hU : 0 < U) (a b : ι)
    (hab : a ≠ b) (c : ι → ℂ) (hc : ∑ i, ‖c i‖ ^ 2 = 1) :
    (∑ i, ∑ j, ‖pair (Pi.single a 1) (Pi.single b 1) i j‖ ^ 2 = 1 ∧
      expectation U (pair (Pi.single a 1) (Pi.single b 1)) = 0) ∧
    0 < U / Fintype.card ι ∧ U / Fintype.card ι ≤ expectation U (pair c c) := by
  have hs : ∀ x : ι, ∑ i, ‖(Pi.single x 1 : ι → ℂ) i‖ ^ 2 = 1 := by
    intro x
    rw [Finset.sum_eq_single x]
    · simp
    · intro i _ hi
      simp [Pi.single_eq_of_ne hi]
    · simp
  refine ⟨⟨pair_normalized _ _ (hs a) (hs b), ?_⟩, ?_, (restricted_energy_bound U hU c hc).1⟩
  · rw [expectation_eq, Finset.sum_eq_zero, mul_zero]
    intro i _
    by_cases hi : i = a
    · have hib : i ≠ b := fun h => hab (hi.symm.trans h)
      simp [pair, Pi.single_eq_of_ne hib]
    · simp [pair, Pi.single_eq_of_ne hi]
  · have : Nonempty ι := ⟨a⟩
    have hM : (0 : ℝ) < Fintype.card ι := by exact_mod_cast Fintype.card_pos
    exact div_pos hU hM

/-- The pair excitation with amplitude `t`, which moves both electrons from orbital `g` to
orbital `u`: `Ψ ↦ t ⟨gg|Ψ⟩ uu`. -/
def pairExcitation (t : ℂ) (g u : ι → ℂ) : Module.End ℂ (ι → ι → ℂ) where
  toFun Ψ := (t * ∑ k, ∑ l, conj (g k * g l) * Ψ k l) • pair u u
  map_add' Ψ Φ := by
    simp only [Pi.add_apply, mul_add, Finset.sum_add_distrib, add_smul]
  map_smul' r Ψ := by
    have h : ∑ k, ∑ l, conj (g k * g l) * (r • Ψ) k l
        = r * ∑ k, ∑ l, conj (g k * g l) * Ψ k l := by
      simp only [Finset.mul_sum, Pi.smul_apply, smul_eq_mul]
      refine Finset.sum_congr rfl fun k _ => Finset.sum_congr rfl fun l _ => ?_
      ring
    rw [h, RingHom.id_apply, smul_smul]
    congr 1
    ring

/-- On a restricted pair in orbital `c`, the pair excitation gives `t ⟨g|c⟩² uu`. -/
theorem pairExcitation_pair (t : ℂ) (g u c : ι → ℂ) :
    pairExcitation t g u (pair c c) = (t * (∑ k, conj (g k) * c k) ^ 2) • pair u u := by
  have h : ∑ k, ∑ l, conj (g k * g l) * pair c c k l = (∑ k, conj (g k) * c k) ^ 2 := by
    rw [sq, Finset.sum_mul_sum]
    refine Finset.sum_congr rfl fun k _ => Finset.sum_congr rfl fun l _ => ?_
    simp only [pair, map_mul]
    ring
  change (t * ∑ k, ∑ l, conj (g k * g l) * pair c c k l) • pair u u = _
  rw [h]

/-- For a normalized orbital `g` orthogonal to `u`, the exponential of the pair excitation
acting on the reference pair `gg` gives `gg + t uu`. -/
theorem exp_pairExcitation (t : ℂ) (g u : ι → ℂ) (hg : ∑ i, ‖g i‖ ^ 2 = 1)
    (hgu : ∑ k, conj (g k) * u k = 0) :
    IsNilpotent.exp (pairExcitation t g u) (pair g g) = pair g g + t • pair u u := by
  -- the excited pair has no overlap with the reference, so the series stops
  have hT : pairExcitation t g u ^ 2 = 0 := by
    refine LinearMap.ext fun Ψ => ?_
    rw [sq, Module.End.mul_apply]
    change pairExcitation t g u
      ((t * ∑ k, ∑ l, conj (g k * g l) * Ψ k l) • pair u u) = 0
    rw [map_smul, pairExcitation_pair, hgu]
    simp
  have hexp : IsNilpotent.exp (pairExcitation t g u) = 1 + pairExcitation t g u := by
    rw [IsNilpotent.exp_eq_sum hT]
    simp [Finset.sum_range_succ]
  have hgg : ∑ k, conj (g k) * g k = 1 := by
    simp only [Complex.conj_mul']
    exact_mod_cast hg
  rw [hexp, LinearMap.add_apply, Module.End.one_apply, pairExcitation_pair, hgg, one_pow,
    mul_one]

/-- The amplitude `1 / √2`. -/
def amp : ℂ := (((√2)⁻¹ : ℝ) : ℂ)

/-- On two sites, the exponential ansatz with amplitude `-1` from the bonding to the antibonding
pair gives a state without doubly occupied sites, and its energy expectation is zero. -/
theorem dimer_exponential_ansatz (U : ℝ) :
    IsNilpotent.exp (pairExcitation (-1) ![amp, amp] ![amp, -amp])
        (pair ![amp, amp] ![amp, amp]) = (fun i j => if i = j then 0 else 1) ∧
    expectation U (IsNilpotent.exp (pairExcitation (-1) ![amp, amp] ![amp, -amp])
        (pair ![amp, amp] ![amp, amp])) = 0 := by
  have hs : amp * amp = 1 / 2 := by
    rw [amp, ← Complex.ofReal_mul, ← mul_inv, Real.mul_self_sqrt (by norm_num)]
    norm_num
  have hn : ‖amp‖ ^ 2 = 1 / 2 := by
    rw [sq, ← norm_mul, hs]
    norm_num
  have key : IsNilpotent.exp (pairExcitation (-1) ![amp, amp] ![amp, -amp])
      (pair ![amp, amp] ![amp, amp]) = (fun i j => if i = j then 0 else 1) := by
    rw [exp_pairExcitation]
    · ext i j
      fin_cases i <;> fin_cases j <;> simp [pair]
      all_goals linear_combination 2 * hs
    · rw [Fin.sum_univ_two]
      change ‖amp‖ ^ 2 + ‖amp‖ ^ 2 = 1
      linarith
    · rw [Fin.sum_univ_two]
      change conj amp * amp + conj amp * (-amp) = 0
      ring
  refine ⟨key, ?_⟩
  rw [key, expectation_eq]
  simp

end

end HubbardRestrictedPair
```

```lean
#print axioms HubbardRestrictedPair.restricted_energy_bound
#print axioms HubbardRestrictedPair.uniform_orbital_energy
#print axioms HubbardRestrictedPair.restricted_misses_separated
#print axioms HubbardRestrictedPair.dimer_exponential_ansatz
```

```
'HubbardRestrictedPair.restricted_energy_bound' depends on axioms: [propext, Classical.choice, Quot.sound]
'HubbardRestrictedPair.uniform_orbital_energy' depends on axioms: [propext, Classical.choice, Quot.sound]
'HubbardRestrictedPair.restricted_misses_separated' depends on axioms: [propext, Classical.choice, Quot.sound]
'HubbardRestrictedPair.dimer_exponential_ansatz' depends on axioms: [propext, Classical.choice, Quot.sound]
```

## How the proof follows the derivation

`expectation_eq` collapses the double sum to its diagonal and identifies the real part with |Ψ(i,i)|². `restricted_energy` inserts the pair.

`restricted_excess` is the central identity, valid for every real U. It first derives M ≠ 0 from normalization; `hsum` then expands the square, and `hc` and `hinv` evaluate the last two terms. In `restricted_energy_bound`, non-negativity of the squares gives the inequality, and `Finset.sum_eq_zero_iff_of_nonneg` turns a vanishing sum into vanishing terms. `uniform_orbital_energy` checks the populations 1/M and uses the same identity.

For the separated state, `pair_normalized` factorizes the norm, and a case split on i = a shows that each diagonal amplitude is zero.

`pairExcitation_pair` computes T on a restricted pair. In `exp_pairExcitation`, `hT` proves T² = 0 from orthogonality, and `hexp` cuts the exponential series after the linear term. `dimer_exponential_ansatz` checks the four entries of gg − uu using `amp * amp = 1 / 2`, then reads off the energy with `expectation_eq`.
